# Single soft emission: the cutoff logarithm cancels for a continuously differentiable observable

## A photon too soft to notice

An electron that is scattered can radiate a photon. Let $x$ be the fraction of the available energy that the photon carries. For small $x$ the emission probability is proportional to $dx/x$, so its integral down to $x=0$ diverges logarithmically. The loop correction to scattering without emission diverges too. A measured quantity must nevertheless be finite, and a detector cannot tell a photon of vanishing energy from no photon at all.

Let $f(x)$ be the value of an observable when a photon of energy fraction $x$ is emitted, and $f(0)$ its value without emission. To give each contribution a meaning, allow only photons with $x\ge e$, where $0<e\le 1$. The letter $e$ is this cutoff throughout, neither the electric charge nor Euler's number. With the common factor from the coupling and the emission angles left out, the two contributions are

$$R(e)=\int_e^1\frac{f(x)}{x}\,dx,\qquad V(e)=-f(0)\int_e^1\frac{dx}{x}.$$

The first is real emission. The second is the virtual correction, and its form expresses conservation of probability: what is gained by configurations with a photon is lost by the configuration without one. That the loop diagrams of QED supply this logarithm, with the same cutoff and the same coefficient, is the step from the model to the real process that has to be taken from field theory. The finite terms that the loop diagrams also contain are left out of the model.

## The limit and its Lean form

If $f$ is continuously differentiable on $[0,1]$, then

$$\lim_{e\to0^+}\left[\int_e^1\frac{f(x)}{x}\,dx+f(0)\ln e\right]=\int_0^1\frac{f(x)-f(0)}{x}\,dx .$$

This is the theorem `real_virtual_cancellation`. The observable is a function `f : ℝ → ℝ`, of which only the values on $[0,1]$ matter. The hypothesis `ContDiffOn ℝ 1 f (Icc 0 1)` is continuous differentiability on the closed interval, with one-sided derivatives at the ends. `Tendsto`, with the filter `𝓝[>] 0`, says that the cutoff approaches zero through positive values. The integral written from `0` to `1` runs over $0<x\le1$, so the integrand at $x=0$ plays no part.

The definitions `realEmission`, `virtualCorrection` and `finitePart` are $R(e)$, $V(e)$ and the right-hand side of the limit. A further definition, `InfraredSafe`, requires $(f(x)-f(0))/x$ to be integrable on $(0,1]$. In the textbooks infrared safety is a condition on observables with any number of particles, and it concerns collinear splitting as well as soft emission. Here the name refers to one soft emission only.

Three more statements belong to the result:

- `cancellation` gives the same limit for every observable that is infrared safe in this sense.
- `finite_limit_iff` replaces the coefficient $f(0)$ of the logarithm by a real number $v$. For an infrared-safe observable, $R(e)+v\ln e$ has a finite limit exactly when $v=f(0)$.
- `veto_logarithm` treats the observable that is $1$ for $x\le\delta$ and $0$ for $x>\delta$, which rejects events with a photon above $\delta$. For $0<e\le\delta\le1$ the sum $R(e)+V(e)$ equals $\ln\delta$.

The model has a single emission, and it uses the soft spectrum $1/x$ all the way up to $x=1$. Several photons, recoil, and the dependence on emission angle, from which collinear logarithms arise, are absent. Within these limits it shows the mechanism by which soft divergences drop out of first-order radiative corrections, and the subtracted integrand $(f(x)-f(0))/x$ is a one-variable version of what subtraction methods integrate numerically.

## Subtracting the value without emission

The virtual term is elementary:

$$V(e)=-f(0)\,(\ln1-\ln e)=f(0)\ln e .$$

For the real term, write

$$\frac{f(x)}{x}=\frac{f(x)-f(0)}{x}+\frac{f(0)}{x}$$

and integrate from $e$ to $1$. The last term gives $f(0)\int_e^1dx/x=-V(e)$. Hence, at any finite cutoff,

$$R(e)+V(e)=\int_e^1 g(x)\,dx,\qquad g(x)=\frac{f(x)-f(0)}{x}.$$

It remains to let the lower endpoint go to zero. Since $f'$ is continuous on the closed interval $[0,1]$, there is a constant $C$ with $|f'|\le C$ there. The mean value inequality gives $|f(x)-f(0)|\le Cx$, and therefore $|g(x)|\le C$ for $0<x\le1$. So $g$ is integrable on $(0,1]$, and

$$\left|\int_0^1 g\,dx-\int_e^1 g\,dx\right|=\left|\int_0^e g\,dx\right|\le Ce\to0 .$$

This is the stated limit.

A weaker bound is enough for integrability. If $f$ is integrable and $|f(x)-f(0)|\le Cx^a$ with $a>0$, then $|g(x)|\le Cx^{a-1}$, and $\int_0^1x^{a-1}dx=1/a$ is finite.

## A wrong coefficient and a veto

Suppose the logarithm comes with the coefficient $v$. Then

$$R(e)+v\ln e=\bigl[R(e)+f(0)\ln e\bigr]+(v-f(0))\ln e .$$

For an infrared-safe observable the bracket converges. The last term diverges unless $v=f(0)$, because $\ln e\to-\infty$.

For the veto, $f(0)=1$, and only photons between $e$ and $\delta$ contribute to real emission:

$$R(e)+V(e)=\int_e^\delta\frac{dx}{x}+\ln e=\ln\frac{\delta}{e}+\ln e=\ln\delta .$$

The cutoff has gone, and the scale of the veto has taken its place inside the logarithm. For $\delta<1$ this correction to the leading value $f(0)=1$ is negative, since the veto removes events. For $\delta=1$ nothing is rejected and the correction vanishes.

## The complete Lean file

```lean
import Mathlib

open MeasureTheory Set Filter Topology

namespace InfraredCancellation

noncomputable section

/-- Real emission with spectrum `dx/x` above the cutoff `e > 0`, weighted by the observable `f`,
where `x` is the emitted energy fraction. -/
def realEmission (f : ℝ → ℝ) (e : ℝ) : ℝ := ∫ x in e..1, f x / x

/-- Virtual correction for a cutoff `e > 0`: the emission probability is removed from the
configuration without emission, where the observable has the value `f 0`. -/
def virtualCorrection (f : ℝ → ℝ) (e : ℝ) : ℝ := -(f 0 * ∫ x in e..1, 1 / x)

/-- The finite remainder: the integral of `(f x - f 0) / x` over `0 < x ≤ 1`. -/
def finitePart (f : ℝ → ℝ) : ℝ := ∫ x in (0 : ℝ)..1, (f x - f 0) / x

/-- An observable is infrared safe if its change under emission, `f x - f 0`, is integrable
against the soft spectrum `dx/x` on `0 < x ≤ 1`. -/
def InfraredSafe (f : ℝ → ℝ) : Prop :=
  IntervalIntegrable (fun x => (f x - f 0) / x) volume 0 1

/-- The observable of an emission veto: it is one for energy fractions up to `δ`, zero above. -/
def veto (δ x : ℝ) : ℝ := if x ≤ δ then 1 else 0

/-- The virtual correction is the logarithm `f 0 * log e` of the cutoff `e > 0`. -/
theorem virtualCorrection_eq_log (f : ℝ → ℝ) {e : ℝ} (he : 0 < e) :
    virtualCorrection f e = f 0 * Real.log e := by
  unfold virtualCorrection
  rw [integral_one_div_of_pos he one_pos, one_div, Real.log_inv]
  ring

/-- The soft spectrum `1/x` is integrable between two positive energy fractions. -/
theorem soft_spectrum_integrable {a b : ℝ} (ha : 0 < a) (hab : a ≤ b) :
    IntervalIntegrable (fun x : ℝ => 1 / x) volume a b := by
  apply ContinuousOn.intervalIntegrable
  rw [uIcc_of_le hab]
  exact continuousOn_const.div continuousOn_id (fun x hx => (ha.trans_le hx.1).ne')

/-- For an infrared-safe observable and a cutoff `0 < e ≤ 1`, real and virtual parts combine
into a single integral of `(f x - f 0) / x` above the cutoff. -/
theorem real_add_virtual {f : ℝ → ℝ} (hf : InfraredSafe f) {e : ℝ} (he : 0 < e) (he1 : e ≤ 1) :
    realEmission f e + virtualCorrection f e = ∫ x in e..1, (f x - f 0) / x := by
  have hg : IntervalIntegrable (fun x => (f x - f 0) / x) volume e 1 := by
    refine IntervalIntegrable.mono_set hf ?_
    rw [uIcc_of_le he1, uIcc_of_le zero_le_one]
    exact Icc_subset_Icc he.le le_rfl
  -- split off the value of the observable without emission
  have hsplit : realEmission f e
      = (∫ x in e..1, (f x - f 0) / x) + f 0 * ∫ x in e..1, 1 / x := by
    rw [← intervalIntegral.integral_const_mul,
      ← intervalIntegral.integral_add hg ((soft_spectrum_integrable he he1).const_mul (f 0))]
    unfold realEmission
    congr 1
    funext x
    ring
  rw [hsplit, virtualCorrection]
  ring

/-- For an infrared-safe observable the sum of real emission and virtual correction has a finite
limit as the cutoff is removed, namely the finite part. -/
theorem cancellation {f : ℝ → ℝ} (hf : InfraredSafe f) :
    Tendsto (fun e => realEmission f e + virtualCorrection f e) (𝓝[>] 0)
      (𝓝 (finitePart f)) := by
  have hmem : Ioc (0 : ℝ) 1 ∈ 𝓝[>] (0 : ℝ) := Ioc_mem_nhdsGT zero_lt_one
  have hle : 𝓝[>] (0 : ℝ) ≤ 𝓝[uIcc 0 1] 0 := by
    apply nhdsWithin_le_of_mem
    rw [uIcc_of_le zero_le_one]
    exact mem_of_superset hmem Ioc_subset_Icc_self
  -- the integral depends continuously on its lower endpoint
  have hc := intervalIntegral.continuousOn_primitive_interval' hf
    (right_mem_uIcc : (1 : ℝ) ∈ uIcc 0 1) 0 left_mem_uIcc
  have ht := (Tendsto.mono_left hc hle).neg
  rw [← intervalIntegral.integral_symm] at ht
  refine Tendsto.congr' ?_ ht
  filter_upwards [hmem] with e he
  rw [real_add_virtual hf he.1 he.2, ← intervalIntegral.integral_symm]

/-- For an infrared-safe observable, real emission plus `v * log e` has a finite limit as the
cutoff is removed exactly when the virtual coefficient `v` equals `f 0`. -/
theorem finite_limit_iff {f : ℝ → ℝ} (hf : InfraredSafe f) (v : ℝ) :
    (∃ L, Tendsto (fun e => realEmission f e + v * Real.log e) (𝓝[>] 0) (𝓝 L)) ↔ v = f 0 := by
  constructor
  · rintro ⟨L, hL⟩
    by_contra hv
    have hv' : v - f 0 ≠ 0 := sub_ne_zero.2 hv
    -- a mismatch would force the logarithm itself to converge
    have h := (hL.sub (cancellation hf)).div_const (v - f 0)
    refine not_tendsto_nhds_of_tendsto_atBot Real.tendsto_log_nhdsGT_zero _ (h.congr' ?_)
    filter_upwards [self_mem_nhdsWithin] with e he
    rw [virtualCorrection_eq_log f he, div_eq_iff hv']
    ring
  · rintro rfl
    refine ⟨finitePart f, (cancellation hf).congr' ?_⟩
    filter_upwards [self_mem_nhdsWithin] with e he
    rw [virtualCorrection_eq_log f he]

/-- If emission of energy fraction `x > 0` changes the observable by at most `C * x ^ a`, then
the change divided by `x` is at most `C * x ^ (a - 1)`. -/
theorem soft_bound {f : ℝ → ℝ} {C a x : ℝ} (hx : 0 < x) (h : |f x - f 0| ≤ C * x ^ a) :
    ‖(f x - f 0) / x‖ ≤ C * x ^ (a - 1) := by
  rw [Real.norm_eq_abs, abs_div, abs_of_pos hx, Real.rpow_sub_one hx.ne', ← mul_div_assoc]
  gcongr

/-- An integrable observable that emission changes by at most `C * x ^ a`, with `a > 0`, is
infrared safe. -/
theorem infraredSafe_of_power_bound {f : ℝ → ℝ} {C a : ℝ} (ha : 0 < a)
    (hf : IntervalIntegrable f volume 0 1)
    (hb : ∀ x ∈ Ioc (0 : ℝ) 1, |f x - f 0| ≤ C * x ^ a) : InfraredSafe f := by
  have hr : IntervalIntegrable (fun x : ℝ => x ^ (a - 1)) volume 0 1 :=
    intervalIntegral.intervalIntegrable_rpow' (by linarith)
  refine (hr.const_mul C).mono_fun' ?_ ?_
  · rw [uIoc_of_le zero_le_one]
    exact ((hf.aestronglyMeasurable.aemeasurable.sub_const (f 0)).div
      aemeasurable_id').aestronglyMeasurable
  · rw [uIoc_of_le zero_le_one]
    exact ae_restrict_of_forall_mem measurableSet_Ioc (fun x hx => soft_bound hx.1 (hb x hx))


/-- For an observable continuously differentiable on `[0,1]`, the real-emission integral plus
`f 0 * log e` tends to the integral of `(f x - f 0) / x` as the cutoff `e` tends to zero. -/
theorem real_virtual_cancellation {f : ℝ → ℝ} (hf : ContDiffOn ℝ 1 f (Icc 0 1)) :
    Tendsto (fun e => (∫ x in e..1, f x / x) + f 0 * Real.log e) (𝓝[>] 0)
      (𝓝 (∫ x in (0 : ℝ)..1, (f x - f 0) / x)) := by
  -- a bounded derivative bounds the change of the observable by a constant times `x`
  obtain ⟨C, hC⟩ := isCompact_Icc.exists_bound_of_continuousOn
    (hf.continuousOn_derivWithin (uniqueDiffOn_Icc zero_lt_one) (by norm_num))
  have hs : InfraredSafe f := by
    refine infraredSafe_of_power_bound (C := C) one_pos
      (hf.continuousOn.intervalIntegrable_of_Icc zero_le_one) (fun x hx => ?_)
    have h := (convex_Icc (0 : ℝ) 1).norm_image_sub_le_of_norm_derivWithin_le
      (hf.differentiableOn (by norm_num)) hC (left_mem_Icc.2 zero_le_one)
      (Ioc_subset_Icc_self hx)
    rw [sub_zero, Real.norm_eq_abs, Real.norm_eq_abs, abs_of_pos hx.1] at h
    rw [Real.rpow_one]
    exact h
  refine (cancellation hs).congr' ?_
  filter_upwards [self_mem_nhdsWithin] with e he
  rw [virtualCorrection_eq_log f he, realEmission]

/-- For a veto on emission above `δ`, real and virtual parts add up to `log δ` for every cutoff
`e` with `0 < e ≤ δ ≤ 1`. -/
theorem veto_logarithm {e δ : ℝ} (he : 0 < e) (hed : e ≤ δ) (hd1 : δ ≤ 1) :
    realEmission (veto δ) e + virtualCorrection (veto δ) e = Real.log δ := by
  have hd : 0 < δ := he.trans_le hed
  have hlow : EqOn (fun x : ℝ => 1 / x) (fun x => veto δ x / x) (Ioc e δ) := by
    intro x hx
    simp [veto, hx.2]
  have hhigh : EqOn (fun _ : ℝ => (0 : ℝ)) (fun x => veto δ x / x) (Ioc δ 1) := by
    intro x hx
    simp [veto, not_le_of_gt hx.1]
  have i1 : IntervalIntegrable (fun x => veto δ x / x) volume e δ :=
    (intervalIntegrable_iff_integrableOn_Ioc_of_le hed).2
      (((intervalIntegrable_iff_integrableOn_Ioc_of_le hed).1
        (soft_spectrum_integrable he hed)).congr_fun hlow measurableSet_Ioc)
  have i2 : IntervalIntegrable (fun x => veto δ x / x) volume δ 1 :=
    (intervalIntegrable_iff_integrableOn_Ioc_of_le hd1).2
      (integrableOn_zero.congr_fun hhigh measurableSet_Ioc)
  -- only emission between the cutoff and the veto scale survives
  have v1 : ∫ x in e..δ, veto δ x / x = Real.log (δ / e) := by
    rw [← integral_one_div_of_pos he hd, intervalIntegral.integral_of_le hed,
      intervalIntegral.integral_of_le hed]
    exact (setIntegral_congr_fun measurableSet_Ioc hlow).symm
  have v2 : ∫ x in δ..1, veto δ x / x = 0 := by
    rw [intervalIntegral.integral_of_le hd1,
      ← setIntegral_congr_fun measurableSet_Ioc hhigh]
    exact integral_zero _ _
  have h0 : veto δ 0 = 1 := if_pos hd.le
  rw [virtualCorrection_eq_log _ he, h0, realEmission,
    ← intervalIntegral.integral_add_adjacent_intervals i1 i2, v1, v2,
    Real.log_div hd.ne' he.ne']
  ring

end

end InfraredCancellation
```

```lean
#print axioms InfraredCancellation.finite_limit_iff
#print axioms InfraredCancellation.real_virtual_cancellation
#print axioms InfraredCancellation.veto_logarithm
```

```
'InfraredCancellation.finite_limit_iff' depends on axioms: [propext, Classical.choice, Quot.sound]
'InfraredCancellation.real_virtual_cancellation' depends on axioms: [propext, Classical.choice, Quot.sound]
'InfraredCancellation.veto_logarithm' depends on axioms: [propext, Classical.choice, Quot.sound]
```

## From the finite cutoff to the limit in Lean

`virtualCorrection_eq_log` evaluates $\int_e^1dx/x$ as $\ln(1/e)$ and turns this into $-\ln e$. `soft_spectrum_integrable` records that $1/x$ is continuous, hence integrable, between positive endpoints.

`real_add_virtual` is the subtraction at finite cutoff. Integrability of $g$ on $(0,1]$ is first restricted to the part above $e$. The step `hsplit` then uses linearity of the integral to separate $g(x)$ from $f(0)/x$, and the second part cancels against the virtual correction.

`cancellation` removes the cutoff. Where the calculation above estimated the missing piece by $Ce$, the Lean proof uses a general fact: the integral of an integrable function is continuous in its endpoint. The library lemma `intervalIntegral.continuousOn_primitive_interval'` supplies this for $e\mapsto\int_1^e g\,dx$ on $[0,1]$, including the point $0$. A change of sign reverses the direction of integration. The `filter_upwards` step then identifies the integral with $R(e)+V(e)$ for $0<e\le1$, which suffices for a limit at zero. This argument needs no bound on $g$, and it yields no rate of convergence.

In `finite_limit_iff`, the forward direction assumes a limit with $v\ne f(0)$. Subtracting `cancellation` from this assumed limit and dividing by $v-f(0)$ would make $\ln e$ itself converge, which contradicts its divergence to $-\infty$. The reverse direction is `cancellation` with the virtual term written as a logarithm.

## From a bounded derivative to infrared safety

`soft_bound` divides the power bound by $x$ and obtains $|g(x)|\le Cx^{a-1}$. `infraredSafe_of_power_bound` compares $g$ with this integrable power. Its assumption that $f$ is integrable serves only to make $g$ measurable; the size of $g$ is controlled by the power bound.

`real_virtual_cancellation` puts the parts together. Compactness of $[0,1]$ gives the constant `C` that bounds the derivative, and the mean value inequality on the convex set $[0,1]$ gives $|f(x)-f(0)|\le Cx$. This is the power bound with $a=1$, so `f` is infrared safe and `cancellation` applies. The closing lines replace the named definitions by the explicit integral and logarithm.

## The veto interval by interval

The proof of `veto_logarithm` cuts the integration range at $\delta$. The facts `hlow` and `hhigh` say that the integrand is $1/x$ on $(e,\delta]$ and zero on $(\delta,1]$. They give integrability on both parts (`i1`, `i2`) and the two values $\ln(\delta/e)$ and $0$ (`v1`, `v2`). Adding the virtual term $\ln e$ leaves $\ln\delta$. No limit is taken, so the equality holds at each allowed cutoff, including $e=\delta$, where real emission contributes nothing.
